# A damped linear dipole driven by finitely many tones oscillates at late times only at the drive frequencies

What should "only" mean when one says that a weakly driven dipole radiates only at the incident frequencies? At any finite time the amplitude can still contain a decaying oscillation at the atom's own resonance, so for an arbitrary initial condition I take the claim to be about late times or long averages. The physics I have in mind is that light scattered coherently by a weakly excited two-level atom at rest has the frequencies of the incident light, while the resonance affects the strength and phase of the response. I can do the usual calculation with a damped oscillator, but I would like to see the claim made precise, for any initial condition and several incident tones, and checked by a proof assistant. How can this be done in Lean 4 with Mathlib?

## Two meanings of "only": a late-time limit and a long-time average

Both readings can be proved. In the first, the dipole amplitude approaches a sum of oscillations at the incident frequencies. In the second, its Fourier amplitude, averaged over a time \(T\to\infty\), vanishes at every frequency that is not incident. The radiated field is not modelled; it enters through the usual proportionality between the coherently scattered field and the dipole amplitude.

Let \(b(t)\) be the complex dipole amplitude, \(w_0\) the resonance frequency and \(G>0\) the damping rate. The incident tones have complex amplitudes \(A_j\), which include the coupling strength, and real angular frequencies \(w_j\). The equation of motion is
\[
b'(t)=-\left(\tfrac G2+i w_0\right)b(t)+\sum_j A_j e^{-i w_j t}.
\]

**The forced oscillation.** Write \(D_j=\tfrac G2+i(w_0-w_j)\) for the complex detuning. Its real part is \(G/2>0\), so \(D_j\neq0\), even on resonance. Put
\[
f(t)=\sum_j \frac{A_j}{D_j}e^{-i w_j t}.
\]
Since \(-i w_j=-(\tfrac G2+i w_0)+D_j\), differentiation gives
\[
f'(t)=\sum_j \frac{A_j}{D_j}(-i w_j)e^{-i w_j t}
=-\left(\tfrac G2+i w_0\right)f(t)+\sum_j A_j e^{-i w_j t},
\]
so \(f\) is a solution.

**The transient.** The drive cancels in the difference \(d=b-f\), which leaves \(d'=-(\tfrac G2+i w_0)d\). Hence \(d(t)\,e^{(G/2+i w_0)t}\) has zero derivative and is constant, and
\[
d(t)=d(0)\,e^{-(G/2+i w_0)t},\qquad |d(t)|=|d(0)|\,e^{-Gt/2}\to0 .
\]

**The average.** Multiply \(b\) by \(e^{i\nu t}\), where \(\nu\) is the frequency being analysed:
\[
b(t)e^{i\nu t}=\sum_j\frac{A_j}{D_j}e^{i(\nu-w_j)t}+d(0)\,e^{(-G/2+i(\nu-w_0))t}.
\]
For \(z\neq0\) with \(\operatorname{Re}z\le0\) and \(T>0\),
\[
\left|\frac1T\int_0^T e^{zt}\,dt\right|=\left|\frac{e^{zT}-1}{zT}\right|\le\frac{2}{|z|\,T}\to0 .
\]
This removes every tone with \(w_j\neq\nu\). It also removes the transient, whose exponent has real part \(-G/2\) and is therefore never zero. When \(w_j=\nu\), the factor \(e^{i(\nu-w_j)t}\) is 1 and so is its average. Therefore
\[
\lim_{T\to\infty}\frac1T\int_0^T b(t)e^{i\nu t}\,dt=\sum_{j:\,w_j=\nu}\frac{A_j}{D_j}.
\]

## What the Lean objects stand for

The finite type `ι` labels the tones, with amplitudes `A : ι → ℂ` and frequencies `w : ι → ℝ`. Frequencies may repeat, and `ι` may be empty, in which case the dipole simply decays. `response G w0 (w j)` is \(1/D_j\), `drive` is the sum of tones in the equation of motion and `forced` is \(f\).

The predicate `IsDriven G w0 A w b` says that `b : ℝ → ℂ` has the derivative required by the equation of motion at every real time. Differentiability is part of this condition, and the initial value is free. Tones are written as \(e^{-i w_j t}\), which is why the analysis multiplies by \(e^{+i\nu t}\).

The two main theorems are these:

- `tendsto_forced`: if `0 < G` and `b` is driven, then \(b(t)-\sum_j A_j e^{-i w_j t}/D_j\to0\) as \(t\to+\infty\).
- `spectrum`: under the same hypotheses, the average over \([0,T]\) of \(b(t)e^{i\nu t}\) tends to the sum of \(A_j/D_j\) over the tones with \(w_j=\nu\). If there are none, the limit is zero.

A further theorem, `response_lorentzian`, gives the strength of the response: \(|1/D_j|^2\) is \(1/\big((G/2)^2+(w_0-w_j)^2\big)\). In this model the natural line shape describes how the response varies as an incident tone is tuned, not a broadening of the scattered tone.

The equation of motion is assumed, not derived from an atom coupled to the quantised field. It stands for a single transition whose excited state is hardly populated, with the counter-rotating terms neglected. The constant \(G\) represents energy loss, for instance by spontaneous emission: without a drive, \(|b|^2\) decays as \(e^{-Gt}\). Saturation and the incoherent fluorescence of a strongly driven atom lie beyond this linear equation. Continuous incident spectra are not covered either, because the drive is a finite sum of tones.

```lean
import Mathlib

open Filter Topology

namespace DrivenDipole

noncomputable section

variable {ι : Type*} [Fintype ι]

/-- The complex response of a dipole with damping rate `G` and resonance `w0` to a tone of
frequency `w`; its domain is `G ≠ 0` or `w ≠ w0`. -/
def response (G w0 w : ℝ) : ℂ := ((G : ℂ) / 2 + Complex.I * (w0 - w))⁻¹

/-- The driving term: a finite sum of tones with amplitudes `A j` and frequencies `w j`. -/
def drive (A : ι → ℂ) (w : ι → ℝ) (t : ℝ) : ℂ :=
  ∑ j, A j * Complex.exp (-(Complex.I * w j) * t)

/-- The forced oscillation: each incident tone multiplied by the response at its frequency. -/
def forced (G w0 : ℝ) (A : ι → ℂ) (w : ι → ℝ) (t : ℝ) : ℂ :=
  ∑ j, A j * response G w0 (w j) * Complex.exp (-(Complex.I * w j) * t)

/-- The equation of motion of a weakly driven, damped dipole amplitude `b`. -/
def IsDriven (G w0 : ℝ) (A : ι → ℂ) (w : ι → ℝ) (b : ℝ → ℂ) : Prop :=
  ∀ t : ℝ, HasDerivAt b (-((G : ℂ) / 2 + Complex.I * w0) * b t + drive A w t) t

/-- The average of a signal over the time interval from `0` to `T`, for `T ≠ 0`. -/
def timeAverage (f : ℝ → ℂ) (T : ℝ) : ℂ := (T : ℂ)⁻¹ * ∫ t in (0 : ℝ)..T, f t

/-- For positive damping, the complex detuning times the response is one. -/
theorem detuning_mul_response {G : ℝ} (hG : 0 < G) (w0 w : ℝ) :
    ((G : ℂ) / 2 + Complex.I * (w0 - w)) * response G w0 w = 1 := by
  apply mul_inv_cancel₀
  intro h
  have h' := congrArg Complex.re h
  simp at h'
  linarith

/-- For positive damping, the squared modulus of the response is the Lorentzian `1 / ((G/2)² + (w0 -
w)²)`, written without division. -/
theorem response_lorentzian {G : ℝ} (hG : 0 < G) (w0 w : ℝ) :
    ‖response G w0 w‖ ^ 2 * ((G / 2) ^ 2 + (w0 - w) ^ 2) = 1 := by
  have h := congrArg Complex.normSq (detuning_mul_response hG w0 w)
  have hd : Complex.normSq ((G : ℂ) / 2 + Complex.I * (w0 - w))
      = (G / 2) ^ 2 + (w0 - w) ^ 2 := by
    simp [Complex.normSq_apply]
    ring
  rw [Complex.normSq_mul, Complex.normSq_one, hd] at h
  rw [Complex.sq_norm]
  linarith

/-- The time derivative of `exp (z t)` is `z exp (z t)`. -/
theorem hasDerivAt_tone (z : ℂ) (t : ℝ) :
    HasDerivAt (fun s : ℝ => Complex.exp (z * s)) (z * Complex.exp (z * t)) t := by
  have h : HasDerivAt (fun s : ℂ => Complex.exp (z * s))
      (Complex.exp (z * t) * (z * 1)) (t : ℂ) :=
    ((hasDerivAt_id (t : ℂ)).const_mul z).cexp
  exact h.comp_ofReal.congr_deriv (by ring)

/-- The forced oscillation solves the equation of motion of the driven dipole. -/
theorem forced_isDriven {G : ℝ} (hG : 0 < G) (w0 : ℝ) (A : ι → ℂ) (w : ι → ℝ) :
    IsDriven G w0 A w (forced G w0 A w) := by
  intro t
  have h : HasDerivAt (forced G w0 A w)
      (∑ j, A j * response G w0 (w j) *
        (-(Complex.I * w j) * Complex.exp (-(Complex.I * w j) * t))) t :=
    HasDerivAt.fun_sum fun j _ =>
      (hasDerivAt_tone (-(Complex.I * w j)) t).const_mul (A j * response G w0 (w j))
  refine h.congr_deriv ?_
  simp only [forced, drive]
  rw [Finset.mul_sum, ← Finset.sum_add_distrib]
  refine Finset.sum_congr rfl fun j _ => ?_
  linear_combination (A j * Complex.exp (-(Complex.I * w j) * t)) *
    detuning_mul_response hG w0 (w j)

/-- The deviation from the forced oscillation is its initial value times the free damped
oscillation `exp (-(G/2 + i w0) t)`. -/
theorem transient {G w0 : ℝ} (hG : 0 < G) {A : ι → ℂ} {w : ι → ℝ} {b : ℝ → ℂ}
    (hb : IsDriven G w0 A w b) (t : ℝ) :
    b t - forced G w0 A w t = (b 0 - forced G w0 A w 0) *
      Complex.exp (-((G : ℂ) / 2 + Complex.I * w0) * t) := by
  -- undoing the free evolution leaves a constant
  have hg : ∀ t : ℝ, HasDerivAt (fun s : ℝ => (b s - forced G w0 A w s) *
      Complex.exp (((G : ℂ) / 2 + Complex.I * w0) * s)) 0 t := fun t =>
    (((hb t).fun_sub (forced_isDriven hG w0 A w t)).fun_mul
      (hasDerivAt_tone ((G : ℂ) / 2 + Complex.I * w0) t)).congr_deriv (by ring)
  have h := is_const_of_deriv_eq_zero (fun t => (hg t).differentiableAt)
    (fun t => (hg t).deriv) t 0
  simp only [Complex.ofReal_zero, mul_zero, Complex.exp_zero, mul_one] at h
  have he : Complex.exp (((G : ℂ) / 2 + Complex.I * w0) * t) *
      Complex.exp (-((G : ℂ) / 2 + Complex.I * w0) * t) = 1 := by
    rw [← Complex.exp_add, ← add_mul, add_neg_cancel, zero_mul, Complex.exp_zero]
  rw [← h, mul_assoc, he, mul_one]

/-- Whatever its initial value, the driven dipole amplitude approaches the forced oscillation
at late times. -/
theorem tendsto_forced {G w0 : ℝ} (hG : 0 < G) {A : ι → ℂ} {w : ι → ℝ} {b : ℝ → ℂ}
    (hb : IsDriven G w0 A w b) :
    Tendsto (fun t => b t - ∑ j, A j * Complex.exp (-(Complex.I * w j) * t) /
      ((G : ℂ) / 2 + Complex.I * (w0 - w j))) atTop (𝓝 0) := by
  have hnorm : ∀ t : ℝ, ‖b t - ∑ j, A j * Complex.exp (-(Complex.I * w j) * t) /
      ((G : ℂ) / 2 + Complex.I * (w0 - w j))‖
      = ‖b 0 - forced G w0 A w 0‖ * Real.exp (-(G / 2) * t) := by
    intro t
    have hf : ∑ j, A j * Complex.exp (-(Complex.I * w j) * t) /
        ((G : ℂ) / 2 + Complex.I * (w0 - w j)) = forced G w0 A w t := by
      refine Finset.sum_congr rfl fun j _ => ?_
      rw [response, div_eq_mul_inv]
      ring
    rw [hf, transient hG hb t, norm_mul, Complex.norm_exp]
    simp
  rw [tendsto_zero_iff_norm_tendsto_zero]
  simp only [hnorm]
  have hexp : Tendsto (fun t : ℝ => Real.exp (-(G / 2) * t)) atTop (𝓝 0) :=
    Real.tendsto_exp_atBot.comp
      (tendsto_id.const_mul_atTop_of_neg (by linarith : -(G / 2) < 0))
  simpa only [mul_zero] using hexp.const_mul ‖b 0 - forced G w0 A w 0‖

/-- A non-constant exponential `exp (z t)` whose modulus does not grow with `t` has vanishing
long-time average. -/
theorem average_tone {z : ℂ} (hz : z ≠ 0) (hre : z.re ≤ 0) :
    Tendsto (timeAverage fun t : ℝ => Complex.exp (z * t)) atTop (𝓝 0) := by
  have hlim : Tendsto (fun T : ℝ => T⁻¹ * (2 / ‖z‖)) atTop (𝓝 0) := by
    simpa only [zero_mul] using tendsto_inv_atTop_zero.mul_const (2 / ‖z‖)
  refine squeeze_zero_norm' ?_ hlim
  filter_upwards [eventually_gt_atTop 0] with T hT
  have h1 : ‖Complex.exp (z * T)‖ ≤ 1 := by
    rw [Complex.norm_exp, Real.exp_le_one_iff, Complex.re_mul_ofReal]
    exact mul_nonpos_of_nonpos_of_nonneg hre hT.le
  have h2 : ‖Complex.exp (z * T) - 1‖ ≤ 2 := by
    have h := norm_sub_le (Complex.exp (z * T)) 1
    rw [norm_one] at h
    linarith
  rw [timeAverage, integral_exp_mul_complex hz, Complex.ofReal_zero, mul_zero,
    Complex.exp_zero, norm_mul, norm_div, norm_inv, Complex.norm_real,
    Real.norm_of_nonneg hT.le]
  gcongr

/-- The long-time Fourier amplitude of the dipole at frequency `ν` is the sum of the responses
to those incident tones whose frequency is `ν`. -/
theorem spectrum {G w0 : ℝ} (hG : 0 < G) {A : ι → ℂ} {w : ι → ℝ} {b : ℝ → ℂ}
    (hb : IsDriven G w0 A w b) (ν : ℝ) :
    Tendsto (timeAverage fun t : ℝ => b t * Complex.exp (Complex.I * ν * t)) atTop
      (𝓝 (∑ j, if w j = ν then A j * response G w0 (w j) else 0)) := by
  obtain ⟨C, hC⟩ : ∃ C : ℂ, ∀ t : ℝ, b t = forced G w0 A w t +
      C * Complex.exp (-((G : ℂ) / 2 + Complex.I * w0) * t) :=
    ⟨b 0 - forced G w0 A w 0, fun t => by linear_combination transient hG hb t⟩
  -- the demodulated signal is a finite sum of exponentials
  have hfun : ∀ t : ℝ, b t * Complex.exp (Complex.I * ν * t) =
      (∑ j, A j * response G w0 (w j) * Complex.exp (Complex.I * (ν - w j) * t)) +
      C * Complex.exp ((-((G : ℂ) / 2 + Complex.I * w0) + Complex.I * ν) * t) := by
    intro t
    rw [hC t, forced, add_mul, Finset.sum_mul, add_mul _ (Complex.I * (ν : ℂ)) (t : ℂ),
      Complex.exp_add, ← mul_assoc C]
    congr 1
    refine Finset.sum_congr rfl fun j _ => ?_
    have he : Complex.exp (Complex.I * (ν - w j) * t) =
        Complex.exp (-(Complex.I * w j) * t) * Complex.exp (Complex.I * ν * t) := by
      rw [← Complex.exp_add]
      congr 1
      ring
    rw [he]
    ring
  have havg : (timeAverage fun t : ℝ => b t * Complex.exp (Complex.I * ν * t)) = fun T =>
      (∑ j, A j * response G w0 (w j) *
        timeAverage (fun t : ℝ => Complex.exp (Complex.I * (ν - w j) * t)) T) +
      C * timeAverage (fun t : ℝ =>
        Complex.exp ((-((G : ℂ) / 2 + Complex.I * w0) + Complex.I * ν) * t)) T := by
    funext T
    simp only [timeAverage, hfun]
    rw [intervalIntegral.integral_add, intervalIntegral.integral_finsetSum]
    · simp only [intervalIntegral.integral_const_mul, mul_add, Finset.mul_sum]
      congr 1
      · exact Finset.sum_congr rfl fun j _ => by ring
      · ring
    all_goals
      intros
      exact Continuous.intervalIntegrable (by fun_prop) _ _
  -- only a tone at the analysed frequency survives the average
  have h1 : ∀ j, Tendsto (timeAverage fun t : ℝ => Complex.exp (Complex.I * (ν - w j) * t))
      atTop (𝓝 (if w j = ν then 1 else 0)) := by
    intro j
    by_cases h : w j = ν
    · rw [if_pos h]
      refine tendsto_const_nhds.congr' ?_
      filter_upwards [eventually_gt_atTop 0] with T hT
      have hT' : (T : ℂ) ≠ 0 := by exact_mod_cast hT.ne'
      simp [timeAverage, h, hT']
    · rw [if_neg h]
      refine average_tone (mul_ne_zero Complex.I_ne_zero (sub_ne_zero.2 ?_)) (by simp)
      exact_mod_cast Ne.symm h
  have hre : (-((G : ℂ) / 2 + Complex.I * w0) + Complex.I * ν).re = -(G / 2) := by simp
  have h2 := average_tone (z := -((G : ℂ) / 2 + Complex.I * w0) + Complex.I * ν)
    (fun h => by rw [h, Complex.zero_re] at hre; linarith) (by rw [hre]; linarith)
  have h3 := (tendsto_finsetSum Finset.univ fun j _ =>
    (h1 j).const_mul (A j * response G w0 (w j))).add (h2.const_mul C)
  simp only [mul_ite, mul_one, mul_zero, add_zero] at h3
  rw [havg]
  exact h3

end

end DrivenDipole
```

```lean
#print axioms DrivenDipole.response_lorentzian
#print axioms DrivenDipole.tendsto_forced
#print axioms DrivenDipole.spectrum
```

```
'DrivenDipole.response_lorentzian' depends on axioms: [propext, Classical.choice, Quot.sound]
'DrivenDipole.tendsto_forced' depends on axioms: [propext, Classical.choice, Quot.sound]
'DrivenDipole.spectrum' depends on axioms: [propext, Classical.choice, Quot.sound]
```

## How the proof follows the calculation

`detuning_mul_response` shows that \(D_j\cdot(1/D_j)=1\). If the detuning were zero, its real part \(G/2\) would be zero too, against `0 < G`. Taking the squared modulus of this identity gives `response_lorentzian`.

`hasDerivAt_tone` differentiates \(e^{zt}\), first in a complex variable and then along the real axis. `forced_isDriven` applies it to each term of \(f\). The final `linear_combination` multiplies the detuning identity by \(A_j e^{-i w_j t}\), which is the substitution for \(-i w_j\) made above.

In `transient`, the fact `hg` states that \((b-f)\,e^{(G/2+i w_0)t}\) has derivative zero. `is_const_of_deriv_eq_zero` then equates its values at \(t\) and at 0, and multiplying by the inverse exponential gives the exact transient. `tendsto_forced` takes norms: `hnorm` is the formula \(|d(0)|e^{-Gt/2}\), and `hexp` is the decay of the real exponential.

`average_tone` evaluates the integral with `integral_exp_mul_complex`, bounds the numerator by 2 and concludes with `squeeze_zero_norm'`. In `spectrum`, `hfun` writes \(b(t)e^{i\nu t}\) as a finite sum of exponentials and `havg` averages it term by term. Then `h1` treats the tones, separating \(w_j=\nu\) from \(w_j\neq\nu\), `h2` treats the transient, and `h3` adds the limits.

## Transients and averaging windows in a simulation

For this linear, single-resonance model, the result tells a time-domain simulation how long to wait before taking a spectrum. The transient falls to a fraction \(\varepsilon\) of its initial size after a time \((2/G)\ln(1/\varepsilon)\). Starting from \(b(0)=f(0)\) removes it altogether, and any deviation from \(f\) that then appears is numerical error.

The averaging window matters as well. With a plain average over a time \(T\), a tone of response amplitude \(A_j/D_j\) at distance \(|\nu-w_j|\) from the analysed frequency contributes at most \(2|A_j/D_j|/(|\nu-w_j|\,T)\). For two close tones of comparable response amplitude, a window much longer than the inverse of their separation is therefore enough to keep the leakage of one into the other small. The decay of the transient alone does not ensure this.

For this model, a frequency-domain calculation can skip the time evolution and divide each drive amplitude by \(\tfrac G2+i(w_0-w_j)\). Up to a factor of \(i\), denominators of this form also appear in the resonant terms of sum-over-states expressions for a damped linear polarisability, with one such term for each excited state where the present model has a single resonance.
